# Non-selective spin measurement: the Bloch vector is projected on the axis, and the purity cannot increase

## Physical setting

An ensemble of spin-one-half particles in the state $\rho = \tfrac12(1 + \mathbf r\cdot\boldsymbol\sigma)$ passes an analyser that measures the spin component along a unit vector $\mathbf n$. The apparatus registers each outcome $\pm1$ of $\mathbf n\cdot\boldsymbol\sigma$, but the particles are not sorted by outcome, and all of them go on to the next stage. The question is which density matrix describes them afterwards, and how mixed it is.

By the projection postulate, outcome $\pm$ occurs with probability $p_\pm = \operatorname{tr}(P_{\pm\mathbf n}\rho)$, where $P_{\mathbf n} = \tfrac12(1 + \mathbf n\cdot\boldsymbol\sigma)$, and leaves the state $P_{\pm\mathbf n}\rho P_{\pm\mathbf n}/p_\pm$. Weighting each state by its probability cancels the denominators, so the unsorted ensemble is
$$M_{\mathbf n}(\rho) = P_{\mathbf n}\rho P_{\mathbf n} + P_{-\mathbf n}\rho P_{-\mathbf n}.$$
For one isolated two-level system under an ideal, instantaneous projective measurement, this map is the update that a density-matrix simulation applies when a measurement result is discarded.

## Statement

Let $\mathbf n\in\mathbb R^3$ with $\mathbf n\cdot\mathbf n = 1$, let $\mathbf r\in\mathbb R^3$ be arbitrary, and write $\rho(\mathbf r) = \tfrac12(1+\mathbf r\cdot\boldsymbol\sigma)$. Then

1. $M_{\mathbf n}(\rho(\mathbf r)) = \tfrac12\bigl(1 + (\mathbf n\cdot\mathbf r)\,\mathbf n\cdot\boldsymbol\sigma\bigr)$;
2. the purity $\operatorname{tr}\rho^2$ after the measurement is at most the purity before;
3. the two purities are equal if and only if $\mathbf n\times\mathbf r = 0$.

Three further statements are proved. The loss of purity is exactly $\tfrac12|\mathbf n\times\mathbf r|^2$. The state itself is unchanged if and only if $\mathbf n\times\mathbf r=0$. A measurement along $\mathbf n$ followed by one along a unit vector $\mathbf m$ gives the Bloch vector $(\mathbf m\cdot\mathbf n)(\mathbf n\cdot\mathbf r)\,\mathbf m$, and for $\mathbf m\cdot\mathbf n = 0$ the final state is $\tfrac12\cdot 1$.

## Derivation

Write $N = \mathbf n\cdot\boldsymbol\sigma$ and $R = \mathbf r\cdot\boldsymbol\sigma$.

Step 1, the algebra. The relations $\sigma_i\sigma_j + \sigma_j\sigma_i = 2\delta_{ij}$ give $NR + RN = 2\,\mathbf n\cdot\mathbf r$ and $(\mathbf a\cdot\boldsymbol\sigma)^2 = |\mathbf a|^2$ for every real $\mathbf a$. Moving the left $N$ through $R$,
$$NRN = (2\,\mathbf n\cdot\mathbf r - RN)N = 2(\mathbf n\cdot\mathbf r)N - |\mathbf n|^2R .$$

Step 2, the projectors. For unit $\mathbf n$, $N^2 = 1$ and $P_{-\mathbf n} = \tfrac12(1-N)$. Hence
$$P_{\mathbf n}^2 = \tfrac14(1 + 2N + N^2) = P_{\mathbf n},\qquad P_{\mathbf n}P_{-\mathbf n} = \tfrac14(1 - N^2) = 0,\qquad P_{\mathbf n}+P_{-\mathbf n} = 1,$$
and $P_{\mathbf n}$ is Hermitian because $N$ is.

Step 3, the map as an average. For any matrix $\rho$,
$$\tfrac14(1\pm N)\rho(1\pm N) = \tfrac14(\rho \pm N\rho \pm \rho N + N\rho N).$$
The terms linear in $N$ cancel in the sum of the two signs, so $M_{\mathbf n}(\rho) = \tfrac12(\rho + N\rho N)$.

Step 4, the Bloch vector. With $N^2=1$ and step 1,
$$N\rho(\mathbf r)N = \tfrac12(N^2 + NRN) = \tfrac12\bigl(1 + 2(\mathbf n\cdot\mathbf r)N - R\bigr).$$
Conjugation by $N$ thus sends $\mathbf r$ to $2(\mathbf n\cdot\mathbf r)\mathbf n - \mathbf r$: the component along $\mathbf n$ is kept and the transverse component changes sign. In the average the terms in $R$ cancel,
$$M_{\mathbf n}(\rho(\mathbf r)) = \tfrac14\bigl(1 + R + 1 + 2(\mathbf n\cdot\mathbf r)N - R\bigr) = \tfrac12\bigl(1+(\mathbf n\cdot\mathbf r)N\bigr) = \rho\bigl((\mathbf n\cdot\mathbf r)\mathbf n\bigr).$$

Step 5, the purity. Since $R^2 = |\mathbf r|^2$, $\rho(\mathbf r)^2 = \tfrac14(1 + 2R + |\mathbf r|^2)$. With $\operatorname{tr}R = 0$ and $\operatorname{tr}1 = 2$ this gives $\operatorname{tr}\rho(\mathbf r)^2 = \tfrac12(1+|\mathbf r|^2)$. The new Bloch vector has squared length $(\mathbf n\cdot\mathbf r)^2$.

Step 6, the loss. The Lagrange identity $|\mathbf n\times\mathbf r|^2 = |\mathbf n|^2|\mathbf r|^2 - (\mathbf n\cdot\mathbf r)^2$ with $|\mathbf n|=1$ gives
$$\operatorname{tr}\rho^2 - \operatorname{tr}M_{\mathbf n}(\rho)^2 = \tfrac12\bigl(|\mathbf r|^2 - (\mathbf n\cdot\mathbf r)^2\bigr) = \tfrac12|\mathbf n\times\mathbf r|^2 .$$
The right side is a sum of squares of real numbers, so it is non-negative and vanishes only for $\mathbf n\times\mathbf r = 0$.

Step 7, the fixed states. An unchanged state has unchanged purity, so $\mathbf n\times\mathbf r=0$ by step 6. Conversely, $\mathbf n\times(\mathbf n\times\mathbf r) = (\mathbf n\cdot\mathbf r)\mathbf n - |\mathbf n|^2\mathbf r$, so $\mathbf n\times\mathbf r=0$ gives $\mathbf r = (\mathbf n\cdot\mathbf r)\mathbf n$, and step 4 returns $\rho(\mathbf r)$.

Step 8, two measurements. Step 4 applied twice gives $\mathbf r\mapsto(\mathbf n\cdot\mathbf r)\mathbf n\mapsto(\mathbf m\cdot\mathbf n)(\mathbf n\cdot\mathbf r)\mathbf m$, which is the zero vector for orthogonal axes.

## What the formal version assumes

Operators are `Matrix (Fin 2) (Fin 2) ℂ`, complex $2\times2$ matrices in the eigenbasis of $\sigma_z$. The definitions `sigmaX`, `sigmaY`, `sigmaZ` fix the usual Pauli matrices, without a factor $\hbar/2$. Vectors are `Fin 3 → ℝ`, with components 0, 1, 2 standing for $x, y, z$; `⬝ᵥ` is the dot product and `⨯₃` the cross product. `sigmaDot a` is $\mathbf a\cdot\boldsymbol\sigma$, `bloch r` is $\rho(\mathbf r)$, `proj n` is $P_{\mathbf n}$, and `nonselective n ρ` is $M_{\mathbf n}(\rho)$. The definitions `bloch` and `proj` are the same formula under two names, one for the state and one for the measurement operator. `purity ρ` is the real part of $\operatorname{tr}(\rho\rho)$; taking the real part makes purities comparable by $\le$, and nothing is lost for $\rho(\mathbf r)$, where the trace is shown to equal a real number.

The main theorem `nonselective_measurement` reads: for real vectors `n` and `r` with `hn : n ⬝ᵥ n = 1`, the three numbered claims above hold together. That hypothesis is the only one, and it is needed. For $\mathbf n = (0,0,2)$ and $\mathbf r = 0$ one has $N^2=4$, step 3 gives $M_{\mathbf n}(\tfrac12\cdot1) = \tfrac54\cdot 1$, and the purity goes from $\tfrac12$ up to $\tfrac{25}{8}$ although $\mathbf n\times\mathbf r = 0$, so all three claims fail.

The update rule is a definition: `nonselective` is written down as the sum of the two projected terms, and neither the projection postulate nor the outcome probabilities are formalised. There is no bound on $|\mathbf r|$, since the identities are algebraic and do not use positivity.

Several familiar facts are left unproved in the formal development: that $\rho(\mathbf r)$ is positive exactly when $|\mathbf r|\le1$, that every Hermitian $2\times2$ matrix of unit trace has the form $\rho(\mathbf r)$, and that a non-selective projective measurement does not raise the purity in higher dimension. The theorems also say nothing on generalised measurements, on a spin entangled with another system, or on the selected sub-ensembles, whose purity can exceed the initial one.

In Lean 4 with Mathlib:

```lean
import Mathlib

open Matrix

namespace NonselectiveSpinMeasurement

noncomputable section

/-- The Pauli matrix `σ_x`. -/
def sigmaX : Matrix (Fin 2) (Fin 2) ℂ := !![0, 1; 1, 0]

/-- The Pauli matrix `σ_y`. -/
def sigmaY : Matrix (Fin 2) (Fin 2) ℂ := !![0, -Complex.I; Complex.I, 0]

/-- The Pauli matrix `σ_z`. -/
def sigmaZ : Matrix (Fin 2) (Fin 2) ℂ := !![1, 0; 0, -1]

/-- The operator `a·σ` for a real vector `a`. -/
def sigmaDot (a : Fin 3 → ℝ) : Matrix (Fin 2) (Fin 2) ℂ :=
  (a 0 : ℂ) • sigmaX + (a 1 : ℂ) • sigmaY + (a 2 : ℂ) • sigmaZ

/-- The matrix `ρ = (1 + r·σ)/2` with Bloch vector `r`. -/
def bloch (r : Fin 3 → ℝ) : Matrix (Fin 2) (Fin 2) ℂ :=
  (1 / 2 : ℂ) • (1 + sigmaDot r)

/-- The measurement operator `P_n = (1 + n·σ)/2` for the direction `n`. -/
def proj (n : Fin 3 → ℝ) : Matrix (Fin 2) (Fin 2) ℂ :=
  (1 / 2 : ℂ) • (1 + sigmaDot n)

/-- The non-selective measurement along `n`: `ρ ↦ P_n ρ P_n + P_(-n) ρ P_(-n)`. -/
def nonselective (n : Fin 3 → ℝ) (ρ : Matrix (Fin 2) (Fin 2) ℂ) : Matrix (Fin 2) (Fin 2) ℂ :=
  proj n * ρ * proj n + proj (-n) * ρ * proj (-n)

/-- The purity `Re tr(ρ²)`. -/
def purity (ρ : Matrix (Fin 2) (Fin 2) ℂ) : ℝ := (trace (ρ * ρ)).re

/-- The explicit matrix of `a·σ`. -/
theorem sigmaDot_eq (a : Fin 3 → ℝ) :
    sigmaDot a = !![(a 2 : ℂ), (a 0 : ℂ) - Complex.I * (a 1 : ℂ);
      (a 0 : ℂ) + Complex.I * (a 1 : ℂ), -(a 2 : ℂ)] := by
  ext i j
  fin_cases i <;> fin_cases j <;> apply Complex.ext <;>
    simp [sigmaDot, sigmaX, sigmaY, sigmaZ]

/-- Scaling the vector scales the operator: `(c a)·σ = c (a·σ)`. -/
theorem sigmaDot_smul (c : ℝ) (a : Fin 3 → ℝ) :
    sigmaDot (c • a) = (c : ℂ) • sigmaDot a := by
  simp only [sigmaDot, Pi.smul_apply, smul_eq_mul, Complex.ofReal_mul]
  module

/-- The square of `a·σ` is `|a|²` times the identity. -/
theorem sigmaDot_sq (a : Fin 3 → ℝ) :
    sigmaDot a * sigmaDot a = ((a ⬝ᵥ a : ℝ) : ℂ) • (1 : Matrix (Fin 2) (Fin 2) ℂ) := by
  rw [sigmaDot_eq a]
  ext i j
  fin_cases i <;> fin_cases j <;> apply Complex.ext <;>
    simp [Matrix.mul_apply, Fin.sum_univ_two, dotProduct, Fin.sum_univ_three] <;> ring

/-- The identity `(n·σ)(r·σ)(n·σ) = 2 (n·r) n·σ - |n|² r·σ`. -/
theorem sigmaDot_sandwich (n r : Fin 3 → ℝ) :
    sigmaDot n * sigmaDot r * sigmaDot n
      = (2 * ((n ⬝ᵥ r : ℝ) : ℂ)) • sigmaDot n - ((n ⬝ᵥ n : ℝ) : ℂ) • sigmaDot r := by
  rw [sigmaDot_eq n, sigmaDot_eq r]
  ext i j
  fin_cases i <;> fin_cases j <;> apply Complex.ext <;>
    simp [Matrix.mul_apply, Fin.sum_univ_two, dotProduct, Fin.sum_univ_three] <;> ring

/-- For a unit vector `n`, `P_n` is Hermitian and idempotent, `P_n P_(-n) = 0`
and `P_n + P_(-n) = 1`. -/
theorem proj_resolution (n : Fin 3 → ℝ) (hn : n ⬝ᵥ n = 1) :
    (proj n)ᴴ = proj n ∧ proj n * proj n = proj n ∧ proj n * proj (-n) = 0 ∧
      proj n + proj (-n) = 1 := by
  have hsq : sigmaDot n * sigmaDot n = 1 := by
    rw [sigmaDot_sq, hn]
    simp
  have hneg : sigmaDot (-n) = -sigmaDot n := by
    simp only [sigmaDot, Pi.neg_apply, Complex.ofReal_neg]
    module
  have hH : (sigmaDot n)ᴴ = sigmaDot n := by
    rw [sigmaDot_eq n]
    ext i j
    fin_cases i <;> fin_cases j <;> apply Complex.ext <;> simp [conjTranspose_apply]
  have hs : star (1 / 2 : ℂ) = 1 / 2 := by simp
  refine ⟨?_, ?_, ?_, ?_⟩
  · rw [proj, conjTranspose_smul, conjTranspose_add, conjTranspose_one, hH, hs]
  · unfold proj
    simp only [Matrix.smul_mul, Matrix.mul_smul, Matrix.add_mul, Matrix.mul_add,
      Matrix.one_mul, Matrix.mul_one, hsq]
    module
  · unfold proj
    rw [hneg]
    simp only [Matrix.smul_mul, Matrix.mul_smul, Matrix.add_mul, Matrix.mul_add,
      Matrix.one_mul, Matrix.mul_one, Matrix.mul_neg, hsq]
    module
  · unfold proj
    rw [hneg]
    module

/-- On any matrix `ρ` the measurement map is the average of `ρ` and `(n·σ) ρ (n·σ)`. -/
theorem nonselective_eq_average (n : Fin 3 → ℝ) (ρ : Matrix (Fin 2) (Fin 2) ℂ) :
    nonselective n ρ = (1 / 2 : ℂ) • (ρ + sigmaDot n * ρ * sigmaDot n) := by
  have hneg : sigmaDot (-n) = -sigmaDot n := by
    simp only [sigmaDot, Pi.neg_apply, Complex.ofReal_neg]
    module
  unfold nonselective proj
  rw [hneg]
  -- the terms linear in `n·σ` cancel between the two outcomes
  simp only [Matrix.smul_mul, Matrix.mul_smul, Matrix.add_mul, Matrix.mul_add,
    Matrix.one_mul, Matrix.mul_one, Matrix.mul_neg, Matrix.neg_mul]
  module

/-- Measurement along a unit vector `n` replaces the Bloch vector `r` by `(n·r) n`. -/
theorem nonselective_bloch (n r : Fin 3 → ℝ) (hn : n ⬝ᵥ n = 1) :
    nonselective n (bloch r) = bloch ((n ⬝ᵥ r) • n) := by
  have hsq : sigmaDot n * sigmaDot n = 1 := by
    rw [sigmaDot_sq, hn]
    simp
  rw [nonselective_eq_average]
  unfold bloch
  -- conjugation by `n·σ` sends `r` to `2 (n·r) n - r`; averaging leaves `(n·r) n`
  simp only [Matrix.smul_mul, Matrix.mul_smul, Matrix.add_mul, Matrix.mul_add,
    Matrix.mul_one, hsq, sigmaDot_sandwich, hn, sigmaDot_smul, Complex.ofReal_one]
  module

/-- The purity of `(1 + r·σ)/2` is `(1 + |r|²)/2`. -/
theorem purity_bloch (r : Fin 3 → ℝ) : purity (bloch r) = (1 + r ⬝ᵥ r) / 2 := by
  have htr : trace (sigmaDot r) = 0 := by
    rw [sigmaDot_eq, Matrix.trace_fin_two]
    simp
  have h : trace (bloch r * bloch r) = (((1 + r ⬝ᵥ r) / 2 : ℝ) : ℂ) := by
    unfold bloch
    simp only [Matrix.smul_mul, Matrix.mul_smul, Matrix.add_mul, Matrix.mul_add,
      Matrix.one_mul, Matrix.mul_one, sigmaDot_sq, trace_smul, trace_add, trace_one, htr,
      Fintype.card_fin, smul_eq_mul]
    push_cast
    ring
  rw [purity, h, Complex.ofReal_re]

/-- Measurement along a unit vector `n` lowers the purity by exactly `|n × r|²/2`. -/
theorem purity_loss (n r : Fin 3 → ℝ) (hn : n ⬝ᵥ n = 1) :
    purity (bloch r) - purity (nonselective n (bloch r)) = ((n ⨯₃ r) ⬝ᵥ (n ⨯₃ r)) / 2 := by
  -- Lagrange identity for the cross product
  have hL : (n ⨯₃ r) ⬝ᵥ (n ⨯₃ r) = (n ⬝ᵥ n) * (r ⬝ᵥ r) - (n ⬝ᵥ r) ^ 2 := by
    simp [cross_apply, dotProduct, Fin.sum_univ_three]
    ring
  have hs : ((n ⬝ᵥ r) • n) ⬝ᵥ ((n ⬝ᵥ r) • n) = (n ⬝ᵥ r) ^ 2 := by
    simp only [smul_dotProduct, dotProduct_smul, hn, smul_eq_mul]
    ring
  rw [nonselective_bloch n r hn, purity_bloch r, purity_bloch ((n ⬝ᵥ r) • n), hs, hL, hn]
  ring

/-- Non-selective measurement along a unit vector `n` sends `(1 + r·σ)/2` to
`(1 + (n·r) n·σ)/2`; the purity does not increase, and is unchanged iff `n × r = 0`. -/
theorem nonselective_measurement (n r : Fin 3 → ℝ) (hn : n ⬝ᵥ n = 1) :
    nonselective n (bloch r) = (1 / 2 : ℂ) • (1 + ((n ⬝ᵥ r : ℝ) : ℂ) • sigmaDot n) ∧
      purity (nonselective n (bloch r)) ≤ purity (bloch r) ∧
      (purity (nonselective n (bloch r)) = purity (bloch r) ↔ n ⨯₃ r = 0) := by
  have hloss := purity_loss n r hn
  have hpos : 0 ≤ (n ⨯₃ r) ⬝ᵥ (n ⨯₃ r) := by
    unfold dotProduct
    exact Finset.sum_nonneg fun i _ => mul_self_nonneg _
  refine ⟨?_, by linarith, ?_, ?_⟩
  · rw [nonselective_bloch n r hn, bloch, sigmaDot_smul]
  · intro h
    have h0 : (n ⨯₃ r) ⬝ᵥ (n ⨯₃ r) = 0 := by linarith
    exact dotProduct_self_eq_zero.mp h0
  · intro h
    have h0 : (n ⨯₃ r) ⬝ᵥ (n ⨯₃ r) = 0 := by
      rw [h]
      simp
    linarith

/-- Measurement along a unit vector `n` leaves `(1 + r·σ)/2` unchanged iff `n × r = 0`. -/
theorem nonselective_fixed_iff (n r : Fin 3 → ℝ) (hn : n ⬝ᵥ n = 1) :
    nonselective n (bloch r) = bloch r ↔ n ⨯₃ r = 0 := by
  constructor
  · intro h
    exact (nonselective_measurement n r hn).2.2.mp (by rw [h])
  · intro h
    have h0 : n 1 * r 2 - n 2 * r 1 = 0 := by simpa [cross_apply] using congrFun h 0
    have h1 : n 2 * r 0 - n 0 * r 2 = 0 := by simpa [cross_apply] using congrFun h 1
    have h2 : n 0 * r 1 - n 1 * r 0 = 0 := by simpa [cross_apply] using congrFun h 2
    have hn' : n 0 * n 0 + n 1 * n 1 + n 2 * n 2 = 1 := by
      simpa [dotProduct, Fin.sum_univ_three] using hn
    have hd : n ⬝ᵥ r = n 0 * r 0 + n 1 * r 1 + n 2 * r 2 := by
      simp [dotProduct, Fin.sum_univ_three]
    -- a vanishing cross product makes `r` equal to its component along `n`
    have e0 : (n ⬝ᵥ r) * n 0 = r 0 := by
      rw [hd]
      linear_combination n 1 * h2 - n 2 * h1 + r 0 * hn'
    have e1 : (n ⬝ᵥ r) * n 1 = r 1 := by
      rw [hd]
      linear_combination n 2 * h0 - n 0 * h2 + r 1 * hn'
    have e2 : (n ⬝ᵥ r) * n 2 = r 2 := by
      rw [hd]
      linear_combination n 0 * h1 - n 1 * h0 + r 2 * hn'
    have e : (n ⬝ᵥ r) • n = r := by
      funext i
      fin_cases i
      · exact e0
      · exact e1
      · exact e2
    rw [nonselective_bloch n r hn, e]

/-- Measuring along the unit vector `n` and then along the unit vector `m` gives the Bloch
vector `(m·n)(n·r) m`; for orthogonal `m` and `n` the result is half the identity. -/
theorem nonselective_twice (m n r : Fin 3 → ℝ) (hm : m ⬝ᵥ m = 1) (hn : n ⬝ᵥ n = 1) :
    nonselective m (nonselective n (bloch r)) = bloch (((m ⬝ᵥ n) * (n ⬝ᵥ r)) • m) ∧
      (m ⬝ᵥ n = 0 → nonselective m (nonselective n (bloch r))
        = (1 / 2 : ℂ) • (1 : Matrix (Fin 2) (Fin 2) ℂ)) := by
  have hc : m ⬝ᵥ ((n ⬝ᵥ r) • n) = (m ⬝ᵥ n) * (n ⬝ᵥ r) := by
    rw [dotProduct_smul, smul_eq_mul, mul_comm]
  have h : nonselective m (nonselective n (bloch r))
      = bloch (((m ⬝ᵥ n) * (n ⬝ᵥ r)) • m) := by
    rw [nonselective_bloch n r hn, nonselective_bloch m _ hm, hc]
  refine ⟨h, fun hmn => ?_⟩
  rw [h, hmn]
  simp [bloch, sigmaDot]

end

end NonselectiveSpinMeasurement
```

```lean
#print axioms NonselectiveSpinMeasurement.proj_resolution
#print axioms NonselectiveSpinMeasurement.nonselective_measurement
#print axioms NonselectiveSpinMeasurement.nonselective_fixed_iff
#print axioms NonselectiveSpinMeasurement.nonselective_twice
```

```
'NonselectiveSpinMeasurement.proj_resolution' depends on axioms: [propext, Classical.choice, Quot.sound]
'NonselectiveSpinMeasurement.nonselective_measurement' depends on axioms: [propext, Classical.choice, Quot.sound]
'NonselectiveSpinMeasurement.nonselective_fixed_iff' depends on axioms: [propext, Classical.choice, Quot.sound]
'NonselectiveSpinMeasurement.nonselective_twice' depends on axioms: [propext, Classical.choice, Quot.sound]
```

## Notes on the proof

`sigmaDot_eq` gives the explicit matrix with entries $a_z$, $a_x \mp i a_y$, $-a_z$, and `sigmaDot_smul` gives $(c\,\mathbf a)\cdot\boldsymbol\sigma = c\,(\mathbf a\cdot\boldsymbol\sigma)$, which converts between the forms $\rho((\mathbf n\cdot\mathbf r)\mathbf n)$ and $\tfrac12(1+(\mathbf n\cdot\mathbf r)N)$.

Step 1 is `sigmaDot_sq` and `sigmaDot_sandwich`, both for arbitrary vectors. The proof differs from the one by hand: no anticommutator is used. Each of the four matrix entries is split into real and imaginary parts by `Complex.ext`, and the resulting polynomial identities in the vector components are closed by `simp` and `ring`.

Step 2 is `proj_resolution`. The products are expanded by distributivity, `hsq` replaces $N^2$ by $1$, `hneg` replaces $(-\mathbf n)\cdot\boldsymbol\sigma$ by $-N$, and `module` compares the coefficients of $1$ and $N$. No later proof invokes this theorem; its role is to show that the two operators in `nonselective` are orthogonal projectors that sum to the identity.

Step 3 is `nonselective_eq_average`, stated for every matrix `ρ` and every vector `n`, unit or not. After expansion `module` treats $\rho$, $N\rho$, $\rho N$ and $N\rho N$ as independent terms and finds the cancellation. Step 4 is `nonselective_bloch`, where the hypothesis `hn` enters twice, through $N^2=1$ and through the coefficient $|\mathbf n|^2$ of $R$ in `sigmaDot_sandwich`.

Step 5 is `purity_bloch`: `htr` is $\operatorname{tr}R=0$, and `h` states that the complex trace equals the real number $(1+|\mathbf r|^2)/2$. In `purity_loss`, `hL` is the Lagrange identity in components and `hs` is the squared length of the new Bloch vector, and `ring` finishes step 6.

In `nonselective_measurement`, `hpos` is the non-negativity of the sum of squares. The inequality and both directions of the equivalence follow from `hloss` by `linarith`, together with `dotProduct_self_eq_zero`, which says that a real vector with zero squared length is zero.

`nonselective_fixed_iff` is step 7. The forward direction reuses the third claim of the main theorem. In the converse, `h0`, `h1`, `h2` are the vanishing components of $\mathbf n\times\mathbf r$, and each `linear_combination` is one component of the triple-product identity: in `n 1 * h2 - n 2 * h1 + r 0 * hn'` the first two terms form the $x$ component of $\mathbf n\times(\mathbf n\times\mathbf r)$ and the last sets $|\mathbf n|^2=1$. `nonselective_twice` is step 8, two rewrites with `nonselective_bloch` and the scalar identity `hc`.
